# The real-space lattice sum of exp(ik|R|)/|R| converges absolutely exactly when Im k > 0

Let k be a complex wave number. The sum of exp(ik|R|)/|R| over all nonzero integer vectors R in three dimensions converges absolutely if and only if Im k > 0. The same holds on the integer lattice ℤ^d for every d ≥ 1, and with any real Bloch phase exp(i q·R) attached to the terms.

In multiple-scattering (KKR) theory, sums of this type collect the waves that arrive at one site from all the others. The sum treated here is the s-wave one, for point sites on a simple cubic lattice; the full structure constants also carry higher angular momenta, with spherical harmonics and Hankel functions. For this s-wave sum, a wave number with positive imaginary part makes direct summation over sites legitimate in any order.

```lean
import Mathlib

open Finset

namespace KKRStructureConstants

noncomputable section
```

## Sites and waves

Lengths are measured in lattice constants. A site is an integer vector R with components Rᵢ, i = 0, …, d−1, and its distance from the origin is

|R| = √(Σᵢ Rᵢ²).

In Lean a site is a function `R : Fin d → ℤ`, and the distance is `siteDist R`. The root is written out because Lean's default norm on such functions is the largest absolute value of a component, not the Euclidean length.

```lean
/-- Euclidean distance from the origin to the site `R` of the integer lattice in `d` dimensions. -/
def siteDist {d : ℕ} (R : Fin d → ℤ) : ℝ := √(∑ i, (R i : ℝ) ^ 2)
```

With a real Bloch vector q, the site R contributes

t(R) = exp(i q·R) exp(ik|R|) / |R|.

Up to a constant factor and the Bloch phase, this is the free-particle propagator in three-dimensional space. The cases d = 1 and d = 2 therefore describe a chain and a square layer of scatterers in ordinary space, not scattering in a one- or two-dimensional world. The original sum is d = 3, q = 0.

```lean
/-- Contribution of the site `R` to the real-space structure constant: the Bloch phase
`exp(i q·R)` times the outgoing spherical wave `exp(i k |R|) / |R|`. -/
def structureTerm {d : ℕ} (k : ℂ) (q : Fin d → ℝ) (R : Fin d → ℤ) : ℂ :=
  Complex.exp (Complex.I * ((∑ i, q i * (R i : ℝ) : ℝ) : ℂ)) *
    Complex.exp (Complex.I * k * (siteDist R : ℂ)) / (siteDist R : ℂ)
```

## Distances on the lattice

Three facts about |R| are needed later, besides its being nonnegative.

```lean
lemma siteDist_nonneg {d : ℕ} (R : Fin d → ℤ) : 0 ≤ siteDist R := Real.sqrt_nonneg _
```

First, Rᵢ² is one term in a sum of squares, so Rᵢ² ≤ |R|², and taking roots gives

|Rᵢ| ≤ |R|.

```lean
/-- Each Cartesian component of a lattice vector is at most its length. -/
lemma abs_le_siteDist {d : ℕ} (R : Fin d → ℤ) (i : Fin d) : |(R i : ℝ)| ≤ siteDist R := by
  apply Real.abs_le_sqrt
  exact Finset.single_le_sum (f := fun j => (R j : ℝ) ^ 2)
    (fun j _ => sq_nonneg _) (Finset.mem_univ i)
```

Second, a nonzero R has some component Rᵢ ≠ 0. Being an integer, it satisfies |Rᵢ| ≥ 1, so

|R| ≥ |Rᵢ| ≥ 1.

```lean
/-- Every nonzero lattice vector has length at least one. -/
lemma one_le_siteDist {d : ℕ} {R : Fin d → ℤ} (hR : R ≠ 0) : 1 ≤ siteDist R := by
  obtain ⟨i, hi⟩ := Function.ne_iff.mp hR
  have hi' : R i ≠ 0 := by simpa using hi
  have h : (1 : ℝ) ≤ |(R i : ℝ)| := by exact_mod_cast Int.one_le_abs hi'
  exact h.trans (abs_le_siteDist R i)
```

Third, if only one component is nonzero, with value a, the sum of squares reduces to a², and |R| = |a|. Lean writes such a vector as `Pi.single i a`.

```lean
/-- A site on a coordinate axis lies at a distance equal to the absolute value of its entry there.
-/
lemma siteDist_single {d : ℕ} (i : Fin d) (a : ℤ) :
    siteDist (Pi.single i a : Fin d → ℤ) = |(a : ℝ)| := by
  have h : ∑ j, (((Pi.single i a : Fin d → ℤ) j : ℤ) : ℝ) ^ 2 = (a : ℝ) ^ 2 := by
    rw [Finset.sum_eq_single i]
    · simp
    · intro j _ hj
      simp [Pi.single_eq_of_ne hj]
    · simp
  unfold siteDist
  rw [h, Real.sqrt_sq_eq_abs]
```

## Only Im k affects the modulus

For any complex z, |exp(z)| = exp(Re z). The Bloch exponent i q·R is purely imaginary, so its exponential has modulus 1. For the wave,

Re(ik|R|) = −Im k · |R|,

and therefore

|t(R)| = exp(−Im k |R|) / |R|.

Neither q nor Re k appears. In the proof, `h1` and `h2` are the two real parts. The identity is stated for every R, including the origin, where Lean's division by zero makes both sides 0; the sums below leave that site out.

```lean
/-- The modulus of a site's contribution is `exp(-Im k |R|) / |R|`, whatever the Bloch vector. -/
theorem norm_structureTerm {d : ℕ} (k : ℂ) (q : Fin d → ℝ) (R : Fin d → ℤ) :
    ‖structureTerm k q R‖ = Real.exp (-(k.im * siteDist R)) / siteDist R := by
  have h1 : ∀ x : ℝ, (Complex.I * (x : ℂ)).re = 0 := by intro x; simp
  have h2 : ∀ x : ℝ, (Complex.I * k * (x : ℂ)).re = -(k.im * x) := by
    intro x; simp [Complex.mul_re]
  unfold structureTerm
  rw [norm_div, norm_mul, Complex.norm_exp, Complex.norm_exp, Complex.norm_real,
    Real.norm_of_nonneg (siteDist_nonneg R), h1, h2, Real.exp_zero, one_mul]
```

## Positive Im k gives convergence

The comparison series decays in the sum of the absolute components, because it then factorises. For c > 0, one dimension gives two geometric series,

Σₙ exp(−c|n|) = (1 + e^(−c)) / (1 − e^(−c)), n ∈ ℤ,

and in d dimensions

Σ_R exp(−c Σᵢ |Rᵢ|) = [Σₙ exp(−c|n|)]^d,

which is finite. The theorem records the finiteness, not the value. Its proof is an induction on d: `hg` is the geometric series over the natural numbers, `h1` joins the two halves of ℤ, and the inductive step multiplies the one-dimensional sum by the d-dimensional one. `Fin.consEquiv` then reads a pair (first component, remaining components) as a single vector.

```lean
/-- An exponential decaying in the sum of the absolute components is summable over the
integer lattice in every dimension. -/
theorem summable_exp_lattice {c : ℝ} (hc : 0 < c) (d : ℕ) :
    Summable (fun R : Fin d → ℤ => Real.exp (-(c * ∑ i, |(R i : ℝ)|))) := by
  -- one dimension: two geometric series
  have hg : Summable (fun n : ℕ => Real.exp (-(c * (n : ℝ)))) := by
    have h := summable_geometric_of_lt_one (Real.exp_pos (-c)).le
      (Real.exp_lt_one_iff.mpr (by linarith))
    have e : (fun n : ℕ => Real.exp (-(c * (n : ℝ)))) = fun n : ℕ => Real.exp (-c) ^ n := by
      funext n
      rw [← Real.exp_nat_mul]
      congr 1
      ring
    rw [e]
    exact h
  have h1 : Summable (fun n : ℤ => Real.exp (-(c * |(n : ℝ)|))) :=
    Summable.of_nat_of_neg (by simpa using hg) (by simpa using hg)
  induction d with
  | zero =>
    have : Fintype (Fin 0 → ℤ) := Fintype.ofFinite _
    exact (hasSum_fintype _).summable
  | succ d ih =>
    -- split off the first component; the exponential factorises
    have h := h1.mul_of_nonneg ih (fun _ => (Real.exp_pos _).le) (fun _ => (Real.exp_pos _).le)
    have key : (fun x : ℤ × (Fin d → ℤ) =>
        Real.exp (-(c * |(x.1 : ℝ)|)) * Real.exp (-(c * ∑ i, |(x.2 i : ℝ)|))) =
        (fun R : Fin (d + 1) → ℤ => Real.exp (-(c * ∑ i, |(R i : ℝ)|))) ∘
          (Fin.consEquiv (fun _ : Fin (d + 1) => ℤ)) := by
      funext x
      show _ = Real.exp (-(c * ∑ i, |(((Fin.cons x.1 x.2 : Fin (d + 1) → ℤ) i : ℤ) : ℝ)|))
      rw [Fin.sum_univ_succ, ← Real.exp_add]
      simp only [Fin.cons_zero, Fin.cons_succ]
      congr 1
      ring
    rw [key] at h
    exact (Fin.consEquiv (fun _ : Fin (d + 1) => ℤ)).summable_iff.mp h
```

To use this for a screened wave with κ > 0, sum |Rᵢ| ≤ |R| over the components:

Σᵢ |Rᵢ| ≤ d|R| ≤ (d+1)|R|.

Set c = κ/(d+1). Then c Σᵢ |Rᵢ| ≤ κ|R|, and since |R| ≥ 1 for every site in the sum,

exp(−κ|R|)/|R| ≤ exp(−κ|R|) ≤ exp(−c Σᵢ |Rᵢ|).

The right-hand side is summable, hence so is the left. In the proof, `hsum` and `hexp` are the two inequalities for the exponents. The index type `{R : Fin d → ℤ // R ≠ 0}` is the set of nonzero sites.

```lean
/-- The lattice sum of the screened potential `exp(-κ |R|) / |R|` over nonzero sites converges
for every `κ > 0`. -/
theorem summable_screened {κ : ℝ} (hκ : 0 < κ) (d : ℕ) :
    Summable (fun R : {R : Fin d → ℤ // R ≠ 0} =>
      Real.exp (-(κ * siteDist R.1)) / siteDist R.1) := by
  have hd : (0 : ℝ) < (d : ℝ) + 1 := by positivity
  have hs := (summable_exp_lattice (div_pos hκ hd) d).comp_injective
    (Subtype.val_injective (p := fun R : Fin d → ℤ => R ≠ 0))
  refine Summable.of_nonneg_of_le
    (fun R => div_nonneg (Real.exp_pos _).le (siteDist_nonneg _)) (fun R => ?_) hs
  show _ ≤ Real.exp (-(κ / ((d : ℝ) + 1) * ∑ i, |(R.1 i : ℝ)|))
  have hsum : ∑ i, |(R.1 i : ℝ)| ≤ ((d : ℝ) + 1) * siteDist R.1 := by
    have h : ∑ i, |(R.1 i : ℝ)| ≤ ∑ _i : Fin d, siteDist R.1 :=
      Finset.sum_le_sum fun i _ => abs_le_siteDist R.1 i
    have h' : ∑ _i : Fin d, siteDist R.1 = (d : ℝ) * siteDist R.1 := by simp
    linarith [siteDist_nonneg R.1]
  have hexp : κ / ((d : ℝ) + 1) * ∑ i, |(R.1 i : ℝ)| ≤ κ * siteDist R.1 := by
    calc κ / ((d : ℝ) + 1) * ∑ i, |(R.1 i : ℝ)|
        ≤ κ / ((d : ℝ) + 1) * (((d : ℝ) + 1) * siteDist R.1) :=
          mul_le_mul_of_nonneg_left hsum (div_pos hκ hd).le
      _ = κ * siteDist R.1 := by field_simp
  exact (div_le_self (Real.exp_pos _).le (one_le_siteDist R.2)).trans
    (Real.exp_le_exp.mpr (by linarith))
```

## Without decay, one axis already diverges

If Im k > 0, the modulus formula and the previous estimate with κ = Im k give absolute convergence.

Suppose instead that Im k ≤ 0. Look only at the sites R = (n+1, 0, …, 0) with n = 0, 1, 2, …. There |R| = n+1, the exponent −Im k (n+1) is nonnegative, and

|t(R)| = exp(−Im k (n+1)) / (n+1) ≥ 1/(n+1).

Convergence of the whole sum of moduli would force convergence on this subset, and so convergence of the harmonic series, which diverges. The map `f` lists these sites, `hf` shows that none is listed twice, and `hh` is the impossible convergence. The hypothesis `0 < d` supplies the axis; for d = 0 there are no nonzero sites and the empty sum converges for every k.

In the statement, absolute convergence is `Summable` applied to the norms. No sign of Im k is assumed.

```lean
/-- In any dimension `d ≥ 1` and for any Bloch vector, the real-space sum for the structure
constant converges absolutely if and only if `Im k > 0`. -/
theorem structure_sum_iff {d : ℕ} (hd : 0 < d) (k : ℂ) (q : Fin d → ℝ) :
    Summable (fun R : {R : Fin d → ℤ // R ≠ 0} => ‖structureTerm k q R.1‖) ↔ 0 < k.im := by
  simp only [norm_structureTerm]
  refine ⟨fun h => ?_, fun hk => summable_screened hk d⟩
  by_contra hk
  have hk' : k.im ≤ 0 := not_lt.mp hk
  -- restrict the sum to the positive half of one lattice axis
  let f : ℕ → {R : Fin d → ℤ // R ≠ 0} := fun n =>
    ⟨Pi.single ⟨0, hd⟩ ((n : ℤ) + 1), fun h0 => by
      have h1 := congrFun h0 ⟨0, hd⟩
      rw [Pi.single_eq_same, Pi.zero_apply] at h1
      omega⟩
  have hdist : ∀ n, siteDist (f n).1 = (n : ℝ) + 1 := by
    intro n
    show siteDist (Pi.single ⟨0, hd⟩ ((n : ℤ) + 1) : Fin d → ℤ) = _
    rw [siteDist_single]
    push_cast
    exact abs_of_nonneg (by positivity)
  have hf : Function.Injective f := by
    intro m n hmn
    have h1 := hdist m
    rw [hmn, hdist n] at h1
    have h2 : (n : ℝ) = m := by linarith
    exact_mod_cast h2.symm
  -- there the terms dominate the harmonic series
  have hh : Summable (fun n : ℕ => 1 / (((n + 1 : ℕ) : ℝ))) := by
    refine Summable.of_nonneg_of_le (fun n => by positivity) (fun n => ?_)
      (h.comp_injective hf)
    show _ ≤ Real.exp (-(k.im * siteDist (f n).1)) / siteDist (f n).1
    rw [hdist n]
    push_cast
    have hn : (0 : ℝ) ≤ (n : ℝ) + 1 := by positivity
    exact div_le_div_of_nonneg_right
      (Real.one_le_exp (by nlinarith [mul_nonneg (neg_nonneg.mpr hk') hn])) hn
  exact Real.not_summable_one_div_natCast
    ((summable_nat_add_iff (f := fun n : ℕ => 1 / (n : ℝ)) 1).mp hh)
```

Failure of absolute convergence does not mean that no ordered sum exists. On a chain with q = 0 and k = π, for example, the two sites at distance n together contribute 2(−1)ⁿ/n, and summing outwards gives −2 ln 2 although Im k = 0. Such a value depends on the order of summation. For the original sum, with d = 3 and q = 0, summing outwards does not help: the number of sites at distance exactly √n is on average about 2π√n, so for Im k ≤ 0 the contributions of successive shells do not tend to zero.

## The same criterion in terms of energy

In units where E = k², write k = a + ib with b ≥ 0. Then

Re E = a² − b², Im E = 2ab.

If b > 0 and E is real, then a = 0 and E = −b² < 0. If b = 0, then E = a² ≥ 0. So b > 0 holds exactly when E lies off the half-line [0, ∞), and this is the condition for absolute convergence. Negative real energies qualify as well as genuinely complex ones; the excluded half-line is the continuous spectrum of the free particle.

The hypothesis `0 ≤ k.im` rules out a square root of E for which exp(ik|R|) grows with distance. For E > 0 both roots are real, and both are allowed. The criterion in k does without this hypothesis, but the criterion in E does not. For E = −1 the root k = i gives the decaying wave exp(−|R|)/|R|, whereas k = −i gives exp(|R|)/|R|, whose sum diverges at the same energy.

```lean
/-- For `d ≥ 1`, `E = k²` and `Im k ≥ 0`, the real-space sum converges absolutely exactly when the
energy `E` is not a nonnegative real number. -/
theorem structure_sum_iff_energy {d : ℕ} (hd : 0 < d) {k E : ℂ} (hE : k ^ 2 = E)
    (hk : 0 ≤ k.im) (q : Fin d → ℝ) :
    Summable (fun R : {R : Fin d → ℤ // R ≠ 0} => ‖structureTerm k q R.1‖) ↔
      ¬ (E.im = 0 ∧ 0 ≤ E.re) := by
  rw [structure_sum_iff hd]
  have hre : E.re = k.re * k.re - k.im * k.im := by rw [← hE, pow_two, Complex.mul_re]
  have him : E.im = k.re * k.im + k.im * k.re := by rw [← hE, pow_two, Complex.mul_im]
  rw [hre, him]
  constructor
  · rintro hpos ⟨h1, h2⟩
    have h3 : k.re * k.im = 0 := by linarith
    have h4 : k.re = 0 := (mul_eq_zero.mp h3).resolve_right hpos.ne'
    rw [h4] at h2
    nlinarith [mul_pos hpos hpos]
  · intro h
    refine lt_of_le_of_ne hk fun h0 => h ?_
    rw [← h0]
    exact ⟨by ring, by nlinarith [mul_self_nonneg k.re]⟩
```

## What the distant sites contribute

Let Im k > 0, and take a finite set s of nonzero sites, all at distance at least ρ. Split the decay into two equal halves and use |R| ≥ ρ in one of them:

exp(−Im k |R|)/|R| ≤ exp(−Im k ρ/2) · exp(−Im k |R|/2)/|R|.

Sum over s with the triangle inequality. The remaining terms are positive, so their sum over s is at most their sum over all nonzero sites:

|Σ_{R∈s} t(R)| ≤ exp(−Im k ρ/2) · Σ_{R≠0} exp(−Im k |R|/2)/|R|.

The last sum is finite by the screened estimate with κ = Im k/2. In the proof, `hterm` is the bound on a single term, and `sum_le_tsum` extends the finite sum to the whole lattice.

The bound does not depend on how many sites s contains, so in the limit it also holds for the sum over all sites at distance at least ρ. For a real-space calculation of this s-wave sum, it guarantees that the error of a cutoff at radius ρ falls at least as fast as exp(−Im k ρ/2). The half comes from the way the decay was split; any fraction below one could be used instead, with a different lattice sum as the constant. As Im k approaches zero, the exponential factor weakens and the lattice sum grows, so for energies close to the positive real axis this bound asks for larger clusters to guarantee the same accuracy.

```lean
/-- For `Im k > 0`, any finite set of sites at distance at least `ρ` contributes at most
`exp(-Im k ρ / 2)` times the lattice sum screened with `Im k / 2`. -/
theorem truncation_bound {d : ℕ} {k : ℂ} (hk : 0 < k.im) (q : Fin d → ℝ) (ρ : ℝ)
    (s : Finset {R : Fin d → ℤ // R ≠ 0}) (hs : ∀ R ∈ s, ρ ≤ siteDist R.1) :
    ‖∑ R ∈ s, structureTerm k q R.1‖ ≤ Real.exp (-(k.im * ρ / 2)) *
      ∑' R : {R : Fin d → ℤ // R ≠ 0},
        Real.exp (-(k.im / 2 * siteDist R.1)) / siteDist R.1 := by
  refine (norm_sum_le _ _).trans ?_
  -- half of the decay pays for the prefactor, the other half for convergence
  have hterm : ∀ R ∈ s, ‖structureTerm k q R.1‖ ≤ Real.exp (-(k.im * ρ / 2)) *
      (Real.exp (-(k.im / 2 * siteDist R.1)) / siteDist R.1) := by
    intro R hR
    rw [norm_structureTerm, ← mul_div_assoc, ← Real.exp_add]
    refine div_le_div_of_nonneg_right (Real.exp_le_exp.mpr ?_) (siteDist_nonneg _)
    linarith [mul_le_mul_of_nonneg_left (hs R hR) hk.le]
  refine (Finset.sum_le_sum hterm).trans ?_
  rw [← Finset.mul_sum]
  exact mul_le_mul_of_nonneg_left
    ((summable_screened (half_pos hk) d).sum_le_tsum s
      (fun R _ => div_nonneg (Real.exp_pos _).le (siteDist_nonneg _))) (Real.exp_pos _).le

end

end KKRStructureConstants
```

```lean
#print axioms KKRStructureConstants.structure_sum_iff_energy
#print axioms KKRStructureConstants.truncation_bound
```

```
'KKRStructureConstants.structure_sum_iff_energy' depends on axioms: [propext, Classical.choice, Quot.sound]
'KKRStructureConstants.truncation_bound' depends on axioms: [propext, Classical.choice, Quot.sound]
```
